# Orbitals with zero central-difference kinetic sum on a periodic grid are invariant under translation by twice any grid vector

The theorem `even_shift` concerns a single complex orbital `u`, not necessarily normalised, on a finite periodic grid with `N` ≥ 1 points along each of `d` axes. Its kinetic sum adds up |u(x + e) − u(x − e)|² over all grid points x and all unit steps e along the axes, with no prefactor for mass or grid spacing. If this sum is zero, then u(x + 2y) = u(x) for all grid vectors x and y. The proof collects the periods of `u` in an additive submonoid `P`, shows that each double step along an axis lies in it, and writes `y + y` as a sum of such double steps.

This version doesn't compile in Lean 4 with Mathlib:

```lean
import Mathlib

open Finset Module

namespace EvenShift

noncomputable section

variable {d N : ℕ} [NeZero N]

/-- The points of the periodic grid with `N` points along each of `d` axes. -/
abbrev Grid (d N : ℕ) := Fin d → ZMod N

/-- The unit step along the axis `a`. -/
def step (a : Fin d) : Grid d N := Pi.single a 1

/-- The kinetic sum of an orbital `u`: the squared moduli of its central differences,
summed over all grid points and axes. -/
def kineticSum (u : Grid d N → ℂ) : ℝ :=
  ∑ x, ∑ a, ‖u (x + step a) - u (x - step a)‖ ^ 2

/-- The kinetic sum vanishes exactly when every central difference vanishes. -/
theorem kineticSum_eq_zero_iff (u : Grid d N → ℂ) :
    kineticSum u = 0 ↔ ∀ x a, u (x + step a) = u (x - step a) := by
  unfold kineticSum
  rw [Finset.sum_eq_zero_iff_of_nonneg (fun x _ => by positivity)]
  constructor
  · intro h x a
    have h1 := (Finset.sum_eq_zero_iff_of_nonneg (fun a _ => by positivity)).1
      (h x (Finset.mem_univ x)) a (Finset.mem_univ a)
    exact sub_eq_zero.1 (norm_eq_zero.1 ((pow_eq_zero_iff two_ne_zero).1 h1))
  · intro h x _
    exact Finset.sum_eq_zero fun a _ => by simp [h x a]

/-- The space of orbitals whose kinetic sum is zero. -/
def zeroModes (d N : ℕ) [NeZero N] : Submodule ℂ (Grid d N → ℂ) where
  carrier := {u | kineticSum u = 0}
  zero_mem' := (kineticSum_eq_zero_iff _).2 fun _ _ => rfl
  add_mem' := fun {u v} hu hv => (kineticSum_eq_zero_iff _).2 fun x a => by
    simp only [Pi.add_apply, (kineticSum_eq_zero_iff u).1 hu x a,
      (kineticSum_eq_zero_iff v).1 hv x a]
  smul_mem' := fun c u hu => (kineticSum_eq_zero_iff _).2 fun x a => by
    simp only [Pi.smul_apply, (kineticSum_eq_zero_iff u).1 hu x a]

/-- An orbital with zero kinetic sum is unchanged by every translation of the form `y + y`. -/
theorem even_shift {u : Grid d N → ℂ} (hu : u ∈ zeroModes d N) (x y : Grid d N) :
    u (x + (y + y)) = u x := by
  have h := (kineticSum_eq_zero_iff u).1 hu
  -- the periods of `u` are closed under addition
  let P : AddSubmonoid (Grid d N) :=
    { carrier := {v | ∀ x, u (x + v) = u x}
      zero_mem' := fun x => by rw [add_zero]
      add_mem' := fun {v w} hv hw x => by
        rw [← add_assoc]
        exact (hw _).trans (hv _) }
  have hs : ∀ a, (step a + step a : Grid d N) ∈ P := by
    intro a
    show ∀ x, u (x + (step a + step a)) = u x
    intro x
    have h1 := h (x + step a) a
    rwa [add_sub_cancel_right, add_assoc] at h1
  -- `y + y` is a sum of double steps along the axes
  have hy : y + y = ∑ a, (y a).val • (step a + step a : Grid d N) := by
    funext b
    simp [step, Finset.sum_apply, Pi.single_apply, mul_add, Finset.sum_add_distrib]
  have hP : y + y ∈ P := by
    rw [hy]
    exact sum_mem fun a _ => nsmul_mem (hs a) _
  exact hP x

end

end EvenShift
```

Compiling this gives:

```
Main.lean:63:69: error: unsolved goals
d N : ℕ
inst✝ : NeZero N
u : Grid d N → ℂ
hu : u ∈ zeroModes d N
x y : Grid d N
h : ∀ (x : Grid d N) (a : Fin d), u (x + step a) = u (x - step a)
P : AddSubmonoid (Grid d N) := { carrier := {v | ∀ (x : Grid d N), u (x + v) = u x}, add_mem' := ⋯, zero_mem' := ⋯ }
hs : ∀ (a : Fin d), step a + step a ∈ P
b : Fin d
⊢ y b + y b = (y b).cast b + (y b).cast b
Main.lean:65:51: warning: This simp argument is unused:
  mul_add

Hint: Omit it from the simp argument list.
  [apply] simp [step, Finset.sum_apply, Pi.single_apply, Finset.sum_add_distrib]

Note: This linter can be disabled with `set_option linter.unusedSimpArgs false`
```

What went wrong. The error is in `hy`, the formula for `y + y` as a sum of double steps. The goal `simp` leaves is true, but in an awkward form. In `(y b).cast b`, the element `y b` of `ZMod N` has been cast into the ring of functions `Grid d N`, and the resulting function is evaluated at `b`. This happened because the multiple `(y a).val • …` was still one of whole grid vectors when `simp` rewrote it as a product. `simp` then failed to reduce the evaluated cast to `y b`.

The repair evaluates first. `Finset.sum_eq_single b` reduces the sum to its term at `b`, and the other two bullets show that the remaining terms vanish and that `b` is in the index set. The first `show` states the surviving term with the multiple taken in `ZMod N`. There `nsmul_eq_mul` produces a cast into `ZMod N` itself, which `ZMod.natCast_zmod_val` turns back into `y b`, and `ring` finishes.

The warning says only that `mul_add` was unused; it goes away with the `simp` call.

Lean accepts the file once it reads:

```diff
@@ -63,5 +63,14 @@
   have hy : y + y = ∑ a, (y a).val • (step a + step a : Grid d N) := by
     funext b
-    simp [step, Finset.sum_apply, Pi.single_apply, mul_add, Finset.sum_add_distrib]
+    rw [Finset.sum_apply, Finset.sum_eq_single b]
+    · show y b + y b =
+        (y b).val • ((Pi.single b 1 : Grid d N) b + (Pi.single b 1 : Grid d N) b)
+      rw [Pi.single_eq_same, nsmul_eq_mul, ZMod.natCast_zmod_val]
+      ring
+    · intro a _ hab
+      show (y a).val • ((Pi.single a 1 : Grid d N) b + (Pi.single a 1 : Grid d N) b) = 0
+      rw [Pi.single_eq_of_ne hab.symm, add_zero, smul_zero]
+    · intro hb
+      exact absurd (Finset.mem_univ b) hb
   have hP : y + y ∈ P := by
     rw [hy]
```
